# Three materials whose activity planes pass every pairwise test, though no intercepts make each material's own plane lowest

Each of three materials has a point in a space of two real descriptors and an activity plane whose slope is fixed but whose intercept is free. The lemma gives explicit points and slopes for which, for every pair, the changes of activity predicted from the first material to the second and back again, each with the slope of the material it starts from, have a non-negative sum. It states that even so no choice of intercepts makes each material's own plane lowest, ties allowed, at that material's descriptor. The attempt checks the pairs case by case, then supposes that such intercepts exist and seeks a contradiction from three of the resulting inequalities, taken round a cycle of the materials.

This version doesn't compile in Lean 4 with Mathlib:

```lean
import Mathlib

open Finset

namespace PairTestsInsufficient

variable {ι : Type*} {m : ℕ}

/-- The activity plane with slope `a` and intercept `b`, evaluated at the descriptor `y`. -/
def plane (a : Fin m → ℝ) (b : ℝ) (y : Fin m → ℝ) : ℝ := a ⬝ᵥ y + b

/-- At the descriptor of each material, its own plane is lowest among all planes. -/
def OwnPlaneLowest (x a : ι → Fin m → ℝ) (b : ι → ℝ) : Prop :=
  ∀ k j, plane (a k) (b k) (x k) ≤ plane (a j) (b j) (x k)

/-- The change of activity from material `k` to material `j` predicted by the slope of `k`. -/
def predictedChange (x a : ι → Fin m → ℝ) (k j : ι) : ℝ := a k ⬝ᵥ (x j - x k)

/-- Two-material tests are not enough: these three materials with two descriptors pass all of
them, yet no intercepts make each material's own plane lowest at its descriptor. -/
theorem pair_tests_insufficient :
    let x : Fin 3 → Fin 2 → ℝ := ![![0, 0], ![1, 0], ![0, 1]]
    let a : Fin 3 → Fin 2 → ℝ := ![![0, 0], ![0, 1], ![-1, 0]]
    (∀ k j, 0 ≤ predictedChange x a k j + predictedChange x a j k) ∧
      ¬ ∃ b, OwnPlaneLowest x a b := by
  intro x a
  constructor
  · intro k j
    fin_cases k <;> fin_cases j <;>
      norm_num [x, a, predictedChange, dotProduct, Fin.sum_univ_two]
  · rintro ⟨b, hb⟩
    -- the cycle 0, 2, 1, 0 has a negative sum
    have h1 := hb 2 0
    have h2 := hb 1 2
    have h3 := hb 0 1
    norm_num [x, a, plane, dotProduct, Fin.sum_univ_two] at h1 h2 h3
    linarith

end PairTestsInsufficient
```

Compiling this gives:

```
Main.lean:37:4: error: linarith failed to find a contradiction
case right
x : Fin 3 → Fin 2 → ℝ := ![![0, 0], ![1, 0], ![0, 1]]
a : Fin 3 → Fin 2 → ℝ := ![![0, 0], ![0, 1], ![-1, 0]]
b : Fin 3 → ℝ
hb : OwnPlaneLowest x a b
h1 :
  Matrix.vecCons 0 (fun i => Matrix.vecCons 0 (fun i => -1) i) 2 *
          Matrix.vecCons 0 (fun i => Matrix.vecCons 1 (fun i => 0) i) 2 +
        Matrix.vecCons 0 (fun i => Matrix.vecCons 1 (fun i => 0) i) 2 *
          Matrix.vecCons 0 (fun i => Matrix.vecCons 0 (fun i => 1) i) 2 +
      b 2 ≤
    b 0
h2 : b 1 ≤ Matrix.vecCons 0 (fun i => Matrix.vecCons 0 (fun i => -1) i) 2 + b 2
h3 : b 0 ≤ b 1
⊢ False
failed
```

What went wrong. The three inequalities do contradict each other: they amount to `b 2 ≤ b 0`, `b 1 ≤ -1 + b 2` and `b 0 ≤ b 1`, which add up to `0 ≤ -1`. But `linarith` never sees the first two in this form. The message shows that `norm_num` left entries of the vectors at index `2` unevaluated, as `Matrix.vecCons` terms, in `h1` and `h2`. To `linarith` these are unknown numbers, so it cannot tell that the one in `h2` is `-1`, or that the products in `h1` vanish.

The repair uses `simp only` just to unfold `plane` and write each dot product as a sum of two terms. Each `change` then restates an inequality with the entries as plain numbers. Lean accepts this because the two forms are equal by definition: looking up an entry of these explicit vectors computes to the number written. What remains is arithmetic with known coefficients, linear in the intercepts, and the unchanged `linarith` finds the contradiction.

As a diff, the version that Lean accepts:

```diff
@@ -34,5 +34,8 @@
     have h2 := hb 1 2
     have h3 := hb 0 1
-    norm_num [x, a, plane, dotProduct, Fin.sum_univ_two] at h1 h2 h3
+    simp only [plane, dotProduct, Fin.sum_univ_two] at h1 h2 h3
+    change (-1 : ℝ) * 0 + 0 * 1 + b 2 ≤ 0 * 0 + 0 * 1 + b 0 at h1
+    change (0 : ℝ) * 1 + 1 * 0 + b 1 ≤ (-1) * 1 + 0 * 0 + b 2 at h2
+    change (0 : ℝ) * 0 + 0 * 0 + b 0 ≤ 0 * 0 + 1 * 0 + b 1 at h3
     linarith
 
```
